# For the trial state (1, t) of the two-level Hamiltonian diag(0, 1), the energy error has slope 0 at t = 0 and the Pauli x error has slope 2

The theorem `two_level_error_slopes` concerns a two-level system with Hamiltonian diag(0, 1) and the trial state (1, t), where t is real and t = 0 gives the ground state. The state is not normalised, but the expectation values are divided by its squared norm. Measured from its value at t = 0, the energy has derivative 0 there, while the expectation value of Pauli x has derivative 2. The attempt writes the two expectation values as t²/(1 + t²) and 2t/(1 + t²), and differentiates them by the quotient rule, with numerator and denominator supplied by a lemma on quadratics.

An attempt in Lean 4 with a fault in it:

```lean
import Mathlib

open Matrix

namespace ObservableErrorOrder

noncomputable section

variable {n : Type*} [Fintype n]

/-- The expectation value `⟨x, A x⟩ / ⟨x, x⟩` of an observable `A` in a state `x` that need not be
normalised. -/
def expectation (A : Matrix n n ℂ) (x : n → ℂ) : ℝ :=
  (star x ⬝ᵥ A *ᵥ x).re / (star x ⬝ᵥ x).re

private theorem hasDerivAt_quadratic (a b c : ℝ) :
    HasDerivAt (fun t : ℝ => a + 2 * t * b + t ^ 2 * c) (2 * b) 0 := by
  have h := (((hasDerivAt_id' (0 : ℝ)).const_mul (2 * b)).fun_add
    ((hasDerivAt_pow 2 (0 : ℝ)).const_mul c)).const_add a
  refine (h.congr_deriv ?_).congr_of_eventuallyEq (Filter.Eventually.of_forall fun t => ?_)
  · simp
  · beta_reduce
    ring

/-- The two-level Hamiltonian `diag(0, 1)`. -/
def levels : Matrix (Fin 2) (Fin 2) ℂ := !![0, 0; 0, 1]

/-- The Pauli x matrix. -/
def pauliX : Matrix (Fin 2) (Fin 2) ℂ := !![0, 1; 1, 0]

/-- The trial state `(1, t)`. -/
def trial (t : ℝ) : Fin 2 → ℂ := ![1, (t : ℂ)]

/-- In the trial state `(1, t)` the energy is `t² / (1 + t²)` and the expectation value of Pauli x
is `2 t / (1 + t²)`. -/
theorem two_level_values (t : ℝ) :
    expectation levels (trial t) = t ^ 2 / (1 + t ^ 2) ∧
      expectation pauliX (trial t) = 2 * t / (1 + t ^ 2) := by
  have hn : (star (trial t) ⬝ᵥ trial t).re = 1 + t ^ 2 := by
    simp [trial, dotProduct, Fin.sum_univ_two, pow_two]
  have hH : (star (trial t) ⬝ᵥ levels *ᵥ trial t).re = t ^ 2 := by
    simp [trial, levels, Matrix.mulVec, dotProduct, Fin.sum_univ_two, pow_two]
  have hX : (star (trial t) ⬝ᵥ pauliX *ᵥ trial t).re = 2 * t := by
    simp [trial, pauliX, Matrix.mulVec, dotProduct, Fin.sum_univ_two, two_mul]
  exact ⟨by rw [expectation, hH, hn], by rw [expectation, hX, hn]⟩

/-- Relative to the state `(1, 0)`, the energy error of the trial state `(1, t)` has derivative `0`
at `t = 0`, and the error in the expectation value of Pauli x has derivative `2`. -/
theorem two_level_error_slopes :
    HasDerivAt (fun t : ℝ => expectation levels (trial t) - expectation levels (trial 0)) 0 0 ∧
      HasDerivAt (fun t : ℝ => expectation pauliX (trial t) - expectation pauliX (trial 0))
        2 0 := by
  have hd := hasDerivAt_quadratic 1 0 1
  constructor
  · convert (hasDerivAt_quadratic 0 0 1).fun_div hd (by norm_num) using 1
    · funext t
      rw [(two_level_values t).1, (two_level_values 0).1]
      simp
    · norm_num
  · convert (hasDerivAt_quadratic 0 1 0).fun_div hd (by norm_num) using 1
    · funext t
      rw [(two_level_values t).2, (two_level_values 0).2]
      simp
    · norm_num

end

end ObservableErrorOrder
```

Messages:

```
Main.lean:56:6: error: Tactic `apply` failed: could not unify the conclusion of `@funext`
  ?f = ?g
with the goal
  Real.instAddCommGroup = DenselyNormedField.toNontriviallyNormedField.toDivisionRing.toAddCommGroup

Note: The full type of `@funext` is
  ∀ {α : Sort ?u.41} {β : α → Sort ?u.40} {f g : (x : α) → β x}, (∀ (x : α), f x = g x) → f = g

case e'_4
hd : HasDerivAt (fun t => 1 + 2 * t * 0 + t ^ 2 * 1) (2 * 0) 0
⊢ Real.instAddCommGroup = DenselyNormedField.toNontriviallyNormedField.toDivisionRing.toAddCommGroup
Main.lean:59:4: error: unsolved goals
case e'_5
hd : HasDerivAt (fun t => 1 + 2 * t * 0 + t ^ 2 * 1) (2 * 0) 0
e_4✝ : Real.instAddCommGroup = DenselyNormedField.toNontriviallyNormedField.toDivisionRing.toAddCommGroup
⊢ Semiring.toModule = (NormedAlgebra.toNormedSpace ℝ).toModule
Main.lean:55:2: error: unsolved goals
case e'_8
hd : HasDerivAt (fun t => 1 + 2 * t * 0 + t ^ 2 * 1) (2 * 0) 0
⊢ (fun t => expectation levels (trial t) - expectation levels (trial 0)) = fun y =>
    (0 + 2 * y * 0 + y ^ 2 * 1) / (1 + 2 * y * 0 + y ^ 2 * 1)

case e'_9
hd : HasDerivAt (fun t => 1 + 2 * t * 0 + t ^ 2 * 1) (2 * 0) 0
⊢ 0 = (2 * 0 * (1 + 2 * 0 * 0 + 0 ^ 2 * 1) - (0 + 2 * 0 * 0 + 0 ^ 2 * 1) * (2 * 0)) / (1 + 2 * 0 * 0 + 0 ^ 2 * 1) ^ 2
Main.lean:61:6: error: Tactic `apply` failed: could not unify the conclusion of `@funext`
  ?f = ?g
with the goal
  Real.instAddCommGroup = DenselyNormedField.toNontriviallyNormedField.toDivisionRing.toAddCommGroup

Note: The full type of `@funext` is
  ∀ {α : Sort ?u.52} {β : α → Sort ?u.51} {f g : (x : α) → β x}, (∀ (x : α), f x = g x) → f = g

case e'_4
hd : HasDerivAt (fun t => 1 + 2 * t * 0 + t ^ 2 * 1) (2 * 0) 0
⊢ Real.instAddCommGroup = DenselyNormedField.toNontriviallyNormedField.toDivisionRing.toAddCommGroup
Main.lean:64:4: error: unsolved goals
case e'_5
hd : HasDerivAt (fun t => 1 + 2 * t * 0 + t ^ 2 * 1) (2 * 0) 0
e_4✝ : Real.instAddCommGroup = DenselyNormedField.toNontriviallyNormedField.toDivisionRing.toAddCommGroup
⊢ Semiring.toModule = (NormedAlgebra.toNormedSpace ℝ).toModule
Main.lean:60:2: error: unsolved goals
case e'_8
hd : HasDerivAt (fun t => 1 + 2 * t * 0 + t ^ 2 * 1) (2 * 0) 0
⊢ (fun t => expectation pauliX (trial t) - expectation pauliX (trial 0)) = fun y =>
    (0 + 2 * y * 1 + y ^ 2 * 0) / (1 + 2 * y * 0 + y ^ 2 * 1)

case e'_9
hd : HasDerivAt (fun t => 1 + 2 * t * 0 + t ^ 2 * 1) (2 * 0) 0
⊢ 2 = (2 * 1 * (1 + 2 * 0 * 0 + 0 ^ 2 * 1) - (0 + 2 * 0 * 1 + 0 ^ 2 * 0) * (2 * 0)) / (1 + 2 * 0 * 0 + 0 ^ 2 * 1) ^ 2
```

In both halves the proof expects `convert ... using 1` to leave two goals, one for the function and one for the derivative. It leaves four, and the first two ask that the additive group and module structures on the reals, reached by different routes, be equal. So `funext t` meets an equation between group structures, not functions, and fails; `norm_num` meets the module equation and can't close it. The two goals the steps were written for, `e'_8` and `e'_9`, are left over with no step to prove them.

The repair first states the quotient rule's result as `h`, then uses `congr_deriv` to change the derivative's value and `congr_of_eventuallyEq` to change the function. The structures are now matched by unification when `refine` is checked, and don't come up as goals. Two goals remain, with the derivative first, which is why `norm_num` moves up. In the second, `beta_reduce` applies the functions to `t`, so that `rw` can find the expectation values there.

Lean accepts the file once it reads:

```diff
@@ -53,14 +53,16 @@
   have hd := hasDerivAt_quadratic 1 0 1
   constructor
-  · convert (hasDerivAt_quadratic 0 0 1).fun_div hd (by norm_num) using 1
-    · funext t
+  · have h := (hasDerivAt_quadratic 0 0 1).fun_div hd (by norm_num)
+    refine (h.congr_deriv ?_).congr_of_eventuallyEq (Filter.Eventually.of_forall fun t => ?_)
+    · norm_num
+    · beta_reduce
       rw [(two_level_values t).1, (two_level_values 0).1]
       simp
+  · have h := (hasDerivAt_quadratic 0 1 0).fun_div hd (by norm_num)
+    refine (h.congr_deriv ?_).congr_of_eventuallyEq (Filter.Eventually.of_forall fun t => ?_)
     · norm_num
-  · convert (hasDerivAt_quadratic 0 1 0).fun_div hd (by norm_num) using 1
-    · funext t
+    · beta_reduce
       rw [(two_level_values t).2, (two_level_values 0).2]
       simp
-    · norm_num
 
 end
```
